# Inequivalent binary occupations grow exponentially with cluster size if the symmetry group grows only polynomially

A cluster extension of the coherent-potential approximation averages over the ways in which the atoms of a random alloy can occupy the $N$ sites of a cluster, and a binary alloy has $2^N$ of them. Occupations that a symmetry operation carries into each other need only one calculation, so the cost of a full enumeration depends on how many classes symmetry leaves.

```lean
import Mathlib

open MulAction

namespace ClusterConfigurations

universe u v w

attribute [local instance] arrowAction

/-- The number of symmetry-inequivalent occupations of the sites `S` by species `K`, set to `0` if
there are infinitely many: two occupations are equivalent when an operation of `G`, moving the
sites, carries one into the other. -/
noncomputable def numInequivalent (G : Type u) (S : Type v) (K : Type w)
    [Group G] [MulAction G S] : ℕ :=
  Nat.card (orbitRel.Quotient G (S → K))

/-- Burnside's lemma for a finite cluster with finitely many species and a finite symmetry group:
the numbers of occupations left invariant by each operation add up to the number of inequivalent
occupations times the order of the group. -/
theorem burnside (G : Type u) (S : Type v) (K : Type w)
    [Group G] [Fintype G] [Fintype S] [Fintype K] [MulAction G S] :
    ∑ g : G, Nat.card {c : S → K // ∀ s, c (g • s) = c s}
      = numInequivalent G S K * Fintype.card G := by
  classical
  have : Fintype (Quotient (orbitRel G (S → K))) := Fintype.ofFinite _
  have : ∀ g : G, Fintype (fixedBy (S → K) g) := fun g => Fintype.ofFinite _
  have h := sum_card_fixedBy_eq_card_orbits_mul_card_group G (S → K)
  have hq : numInequivalent G S K = Fintype.card (Quotient (orbitRel G (S → K))) :=
    Nat.card_eq_fintype_card
  rw [hq, ← h]
  refine Finset.sum_congr rfl fun g _ => ?_
  rw [← Nat.card_eq_fintype_card]
  refine Nat.card_congr (Equiv.subtypeEquivRight fun c => ?_)
  -- invariance of the occupation numbers is the same as being a fixed point
  constructor
  · intro hc
    change g • c = c
    funext s
    change c (g⁻¹ • s) = c s
    have h1 := hc (g⁻¹ • s)
    rw [smul_inv_smul] at h1
    exact h1.symm
  · intro hc s
    have h0 : g • c = c := hc
    have h1 := congrFun h0 (g • s)
    change c (g⁻¹ • g • s) = c (g • s) at h1
    rw [inv_smul_smul] at h1
    exact h1.symm

/-- The identity operation leaves every occupation of a finite cluster invariant: there are
`k ^ N` of them for `k` species on `N` sites. -/
theorem card_invariant_one (G : Type u) (S : Type v) (K : Type w)
    [Group G] [Fintype S] [Fintype K] [MulAction G S] :
    Nat.card {c : S → K // ∀ s, c ((1 : G) • s) = c s}
      = Fintype.card K ^ Fintype.card S := by
  classical
  rw [Nat.card_congr (Equiv.subtypeUnivEquiv (fun c s => by rw [one_smul])),
    Nat.card_eq_fintype_card, Fintype.card_fun]

/-- For a finite group acting on a finite cluster, the order of the group times the number of
inequivalent occupations is at least the total number `k ^ N` of occupations. -/
theorem card_occupations_le (G : Type u) (S : Type v) (K : Type w)
    [Group G] [Fintype G] [Fintype S] [Fintype K] [MulAction G S] :
    Fintype.card K ^ Fintype.card S ≤ Fintype.card G * numInequivalent G S K := by
  rw [mul_comm, ← burnside, ← card_invariant_one G S K]
  exact Finset.single_le_sum
    (f := fun g : G => Nat.card {c : S → K // ∀ s, c (g • s) = c s})
    (fun _ _ => Nat.zero_le _) (Finset.mem_univ 1)

/-- On a ring with a prime number of sites, an occupation invariant under one nonzero translation
is uniform. -/
theorem uniform_of_translation {p : ℕ} [Fact p.Prime] {K : Type w} {a : ZMod p} (ha : a ≠ 0)
    {c : ZMod p → K} (h : ∀ s, c (a + s) = c s) (s : ZMod p) : c s = c 0 := by
  -- repeating the translation never changes the species
  have key : ∀ n : ℕ, c ((n : ZMod p) * a) = c 0 := by
    intro n
    induction n with
    | zero => simp
    | succ n ih =>
      have h1 : ((n + 1 : ℕ) : ZMod p) * a = a + (n : ZMod p) * a := by
        push_cast
        ring
      rw [h1, h, ih]
  have hs := key (s * a⁻¹).val
  rwa [ZMod.natCast_zmod_val, inv_mul_cancel_right₀ ha] at hs

/-- On a ring with a prime number `p` of sites, cyclic translations leave exactly
`k + (k ^ p - k) / p` inequivalent occupations by `k` species. -/
theorem prime_ring_count (p : ℕ) [hp : Fact p.Prime] (K : Type w) [Fintype K] :
    (numInequivalent (Multiplicative (ZMod p)) (ZMod p) K : ℚ)
      = Fintype.card K + ((Fintype.card K : ℚ) ^ p - Fintype.card K) / p := by
  classical
  -- a nontrivial translation leaves only the uniform occupations invariant
  have hfix : ∀ g : Multiplicative (ZMod p), g ≠ 1 →
      Nat.card {c : ZMod p → K // ∀ s, c (g • s) = c s} = Fintype.card K := by
    intro g hg
    have ha : Multiplicative.toAdd g ≠ 0 := fun h0 => hg (Multiplicative.toAdd.injective h0)
    rw [← Nat.card_eq_fintype_card]
    exact Nat.card_congr
      { toFun := fun c => c.1 0
        invFun := fun k => ⟨fun _ => k, fun _ => rfl⟩
        left_inv := fun c => Subtype.ext (funext fun s =>
          (uniform_of_translation ha (fun t => c.2 t) s).symm)
        right_inv := fun _ => rfl }
  have hG : Fintype.card (Multiplicative (ZMod p)) = p :=
    (Fintype.card_multiplicative _).trans (ZMod.card p)
  have hsum := burnside (Multiplicative (ZMod p)) (ZMod p) K
  rw [← Finset.add_sum_erase _ _ (Finset.mem_univ (1 : Multiplicative (ZMod p))),
    card_invariant_one,
    Finset.sum_congr rfl (fun g hg => hfix g (Finset.ne_of_mem_erase hg)),
    Finset.sum_const, Finset.card_erase_of_mem (Finset.mem_univ _), Finset.card_univ,
    hG, ZMod.card, smul_eq_mul] at hsum
  have hq := congrArg (Nat.cast : ℕ → ℚ) hsum
  rw [Nat.cast_add, Nat.cast_mul, Nat.cast_mul, Nat.cast_pow,
    Nat.cast_sub hp.out.one_le, Nat.cast_one] at hq
  have hp0 : (p : ℚ) ≠ 0 := Nat.cast_ne_zero.2 hp.out.ne_zero
  apply mul_right_cancel₀ hp0
  rw [← hq, add_mul, div_mul_cancel₀ _ hp0]
  ring

/-- For a binary alloy on a ring with a prime number `p` of sites, cyclic translations leave
exactly `2 + (2 ^ p - 2) / p` inequivalent occupations. -/
theorem prime_ring_count_binary (p : ℕ) [Fact p.Prime] :
    (numInequivalent (Multiplicative (ZMod p)) (ZMod p) Bool : ℚ)
      = 2 + ((2 : ℚ) ^ p - 2) / p := by
  have h := prime_ring_count p Bool
  rw [Fintype.card_bool] at h
  exact_mod_cast h

/-- If the order of the symmetry group is bounded by a fixed polynomial `C * N ^ d` in the number
`N` of sites, then for each `0 ≤ b < 2` every sufficiently large cluster has at least `b ^ N`
inequivalent binary occupations. -/
theorem exponential_cost (C b : ℝ) (d : ℕ) (hb0 : 0 ≤ b) (hb : b < 2) :
    ∃ N₀ : ℕ, ∀ (G : Type u) (S : Type v) [Group G] [Fintype G] [Fintype S] [MulAction G S],
      N₀ ≤ Fintype.card S → (Fintype.card G : ℝ) ≤ C * (Fintype.card S : ℝ) ^ d →
      b ^ Fintype.card S ≤ (numInequivalent G S Bool : ℝ) := by
  have habs : |b / 2| < 1 := by
    rw [abs_lt]
    constructor <;> linarith
  -- the exponential gap between b and 2 beats the polynomial group order
  have ht := (tendsto_pow_const_mul_const_pow_of_abs_lt_one d habs).const_mul C
  rw [mul_zero] at ht
  obtain ⟨N₀, hN⟩ := Filter.eventually_atTop.1
    (ht.eventually_le_const (by norm_num : (0 : ℝ) < 1))
  refine ⟨N₀, fun G S _ _ _ _ hS hG => ?_⟩
  have h1 := hN _ hS
  rw [div_pow] at h1
  have h2 : (2 : ℝ) ^ Fintype.card S ≤ Fintype.card G * numInequivalent G S Bool := by
    have h := card_occupations_le G S Bool
    rw [Fintype.card_bool] at h
    exact_mod_cast h
  have hpos : (0 : ℝ) < Fintype.card G := by exact_mod_cast Fintype.card_pos
  refine le_of_mul_le_mul_left ?_ hpos
  calc (Fintype.card G : ℝ) * b ^ Fintype.card S
      ≤ C * (Fintype.card S : ℝ) ^ d * b ^ Fintype.card S :=
        mul_le_mul_of_nonneg_right hG (pow_nonneg hb0 _)
    _ = C * ((Fintype.card S : ℝ) ^ d * (b ^ Fintype.card S / 2 ^ Fintype.card S))
          * 2 ^ Fintype.card S := by field_simp
    _ ≤ 1 * 2 ^ Fintype.card S := mul_le_mul_of_nonneg_right h1 (by positivity)
    _ ≤ Fintype.card G * numInequivalent G S Bool := by rw [one_mul]; exact h2

/-- If every permutation of the `N` sites is a symmetry, only `N + 1` inequivalent binary
occupations remain. -/
theorem full_permutation_count (S : Type v) [Fintype S] :
    numInequivalent (Equiv.Perm S) S Bool = Fintype.card S + 1 := by
  classical
  -- the class of an occupation is labelled by its number of occupied sites
  let n : (S → Bool) → Fin (Fintype.card S + 1) := fun c =>
    ⟨Fintype.card {s // c s = true}, Nat.lt_succ_of_le (Fintype.card_subtype_le _)⟩
  have hn : ∀ c c' : S → Bool, c ∈ orbit (Equiv.Perm S) c' → n c = n c' := by
    rintro _ c' ⟨g, rfl⟩
    exact Fin.ext (Fintype.card_congr
      ((g⁻¹ : Equiv.Perm S).subtypeEquiv fun s => Iff.rfl))
  let f : orbitRel.Quotient (Equiv.Perm S) (S → Bool) → Fin (Fintype.card S + 1) :=
    Quotient.lift n (fun c c' h => hn c c' h)
  have hf : Function.Bijective f := by
    constructor
    · rintro ⟨c⟩ ⟨c'⟩ h
      have h' : Fintype.card {s // c s = true} = Fintype.card {s // c' s = true} :=
        congrArg Fin.val h
      let e := Fintype.equivOfCardEq h'
      let g : Equiv.Perm S := e.extendSubtype
      apply Quot.sound
      change c ∈ orbit (Equiv.Perm S) c'
      refine ⟨g⁻¹, funext fun s => ?_⟩
      change c' ((g⁻¹)⁻¹ s) = c s
      rw [inv_inv]
      by_cases hs : c s = true
      · rw [hs]
        exact e.extendSubtype_mem s hs
      · exact (Bool.eq_false_of_not_eq_true (e.extendSubtype_not_mem s hs)).trans
          (Bool.eq_false_of_not_eq_true hs).symm
    · intro k
      have hk : k.val ≤ (Finset.univ : Finset S).card := by
        rw [Finset.card_univ]
        exact Nat.le_of_lt_succ k.isLt
      obtain ⟨t, -, ht⟩ := Finset.exists_subset_card_eq hk
      refine ⟨Quotient.mk _ (fun s => decide (s ∈ t)), Fin.ext ?_⟩
      change Fintype.card {s // decide (s ∈ t) = true} = k.val
      rw [Fintype.card_subtype, ← ht]
      congr 1
      ext s
      simp
  rw [numInequivalent, Nat.card_eq_of_bijective f hf, Nat.card_eq_fintype_card,
    Fintype.card_fin]

end ClusterConfigurations
```

```lean
#print axioms ClusterConfigurations.prime_ring_count_binary
-- 'ClusterConfigurations.prime_ring_count_binary' depends on axioms: [propext, Classical.choice, Quot.sound]
#print axioms ClusterConfigurations.exponential_cost
-- 'ClusterConfigurations.exponential_cost' depends on axioms: [propext, Classical.choice, Quot.sound]
#print axioms ClusterConfigurations.full_permutation_count
-- 'ClusterConfigurations.full_permutation_count' depends on axioms: [propext, Classical.choice, Quot.sound]
```

## Occupations, operations and classes

The cluster is a finite type `S` with $N$ elements, the sites, and `K` is a finite type with $k$ elements, the species. An occupation is a function $c$ from sites to species, in Lean `S → K`. For a binary alloy `K` is `Bool`, and a site with value `true` is called occupied.

A finite group `G` of symmetry operations acts on the sites through `MulAction G S`. Its action on occupations is supplied by `arrowAction`:
$$(g\cdot c)(s)=c(g^{-1}s).$$
The atom at site $s$ is thus carried to site $gs$. Two occupations are equivalent if some operation carries one into the other, and `numInequivalent G S K` is the number of equivalence classes, written $M$ below.

In these terms the main theorems read as follows.

- `card_occupations_le`: for every finite group acting on a finite cluster, $k^N\le |G|\,M$.
- `prime_ring_count`: for the translations of a ring with a prime number $p$ of sites, $M=k+(k^p-k)/p$. The binary case, `prime_ring_count_binary`, is $M=2+(2^p-2)/p$.
- `exponential_cost`: given real $C$, a natural number $d$ and $0\le b<2$, there is a size $N_0$ such that $M\ge b^N$ for every binary cluster with $N\ge N_0$ and $|G|\le C N^d$. The same $N_0$ serves all such groups and clusters.
- `full_permutation_count`: if every permutation of the sites is a symmetry, $M=N+1$ for a binary alloy.

The ring is `ZMod p`, the integers modulo $p$. Its translations form the same group written multiplicatively, `Multiplicative (ZMod p)`, and the translation by $a$ sends $s$ to $a+s$. Reflections of the ring are not included in this group. The count is stated as an equality of rational numbers, so the division is the ordinary one.

## What the bound on the group order stands for

The condition $|G|\le C N^d$ is an assumption on the order of the group alone, and the geometric symmetries of a crystal lattice satisfy it. For a periodic cluster cut from a three-dimensional Bravais lattice, there are $N$ translations and at most 48 point operations, so $C=48$ and $d=1$ suffice.

For cluster theories of alloys, this means that symmetry reduction alone leaves an exponentially long list of binary configurations, provided that the group order stays below such a polynomial. The result counts classes and nothing else: it contains no Green functions, energies or configuration probabilities, and it does not fix the composition. It sets no limit on methods that sample configurations instead of listing them all.

## Counting invariant occupations

Let $F(g)$ be the number of occupations that $g$ leaves invariant. Invariance means $c(g^{-1}s)=c(s)$ for all $s$. Replacing $s$ by $gs$ turns this into $c(gs)=c(s)$, which is the form used in the file.

Now count the pairs $(g,c)$ with $g\cdot c=c$ in two ways. Summing over operations gives $\sum_g F(g)$. For a fixed $c$, the number of operations that leave it invariant is $|G|$ divided by the size of its class. Adding this over all members of one class gives $|G|$, and there are $M$ classes. Therefore
$$\sum_{g\in G}F(g)=M\,|G|.$$

This is Burnside's lemma. The theorem `burnside` takes it from Mathlib, where it is stated with fixed points of the action, and the two branches after `constructor` translate between $g\cdot c=c$ and $c(gs)=c(s)$.

The identity leaves every occupation invariant, so $F(1)=k^N$, which is `card_invariant_one`. All other terms are non-negative, and hence
$$k^N=F(1)\le\sum_{g\in G}F(g)=|G|\,M.$$
In `card_occupations_le` the inequality is the step `Finset.single_le_sum`, which bounds one term by the whole sum.

## The exact count on a prime ring

Suppose that $c$ is invariant under the translation by $a\ne0$, so that $c(a+s)=c(s)$ for all $s$. Starting from site $0$ and repeating the translation gives, by induction on $n$,
$$c(na)=c(0),\qquad n=0,1,2,\dots$$
Since $p$ is prime, $a$ has an inverse modulo $p$. For any site $s$, let $n$ be the representative of $s a^{-1}$ between $0$ and $p-1$. Then $na=s$, so $c(s)=c(0)$ and the occupation is uniform. This is `uniform_of_translation`, with the induction in `key` and the choice of $n$ in `hs`.

Each of the $p-1$ nonzero translations therefore leaves exactly the $k$ uniform occupations invariant, as `hfix` records by matching an invariant occupation with its species at site $0$. The identity contributes $k^p$, and Burnside's lemma becomes
$$k^p+(p-1)k=pM,\qquad\text{so}\qquad M=k+\frac{k^p-k}{p}.$$
In the proof of `prime_ring_count`, `Finset.add_sum_erase` separates the identity from the other translations. The resulting equation is then moved to the rationals and solved for $M$.

For five sites and two species the formula gives $2+30/5=8$ classes out of 32 occupations. On a ring of four sites the pattern ABAB is invariant under translation by two sites without being uniform, and the formula would give the impossible value $5.5$.

## Exponential growth against a polynomial group

For $0\le b<2$ the ratio $b/2$ is less than one, so $C N^d(b/2)^N$ tends to zero as $N$ grows. Choose $N_0$ such that this quantity is at most $1$ for all $N\ge N_0$. For a binary cluster of such a size with $|G|\le CN^d$,
$$|G|\,b^N\le C N^d b^N=C N^d\left(\frac b2\right)^N2^N\le 2^N\le |G|\,M.$$
A group has at least one element, so dividing by $|G|$ gives $b^N\le M$.

The `calc` block of `exponential_cost` is this chain line by line. The limit comes from Mathlib's `tendsto_pow_const_mul_const_pow_of_abs_lt_one`. Because $N_0$ is chosen from $C$, $b$ and $d$ before any group or cluster appears, it is uniform over them.

## When every permutation is a symmetry

With no restriction on the group, the exponential bound fails for every $b$ with $1<b<2$. The example is the group of all $N!$ site permutations, which would be the symmetry of a model in which all pairs of sites are coupled equally.

A permutation does not change the number of occupied sites, so this number is the same throughout a class. Conversely, let $c$ and $c'$ have equally many occupied sites. Some bijection then takes the occupied sites of $c$ to those of $c'$. The unoccupied sites are also equal in number, so the bijection extends to a permutation $g$ of all sites with $c'(gs)=c(s)$. This says $g^{-1}\cdot c'=c$, and the two occupations are equivalent. Every number from $0$ to $N$ occurs, which gives $N+1$ classes.

In `full_permutation_count` the function `n` counts occupied sites, and `hn` shows that it is constant on classes, so that it defines a map `f` on the classes themselves. The extension of the bijection is `e.extendSubtype`, which shows that `f` is injective. For surjectivity, the proof picks a set of sites of the required size and occupies exactly those.
